# A perturbation odd under a linear isometry commuting with H has zero expectation value in non-degenerate levels

Without a symmetry argument, the first-order spin–orbit energy of a half-filled shell is just another number to compute. A small non-zero output caused by a wrong phase can then pass for a physical shift, and a correct zero can look like an accident. Symmetry gives a general result: the expectation value of a perturbation \(V\) vanishes in any level whose eigenspace is one-dimensional, given a linear isometry \(U\) that commutes with the Hamiltonian \(H\) and anticommutes with \(V\). The levels of a half-filled atomic shell are degenerate, so this result does not apply to them directly. For degenerate levels of finite dimension a weaker statement is proved below: first-order shifts occur in pairs \(\pm\varepsilon\).

The states form a complex inner-product space \(E\), possibly of infinite dimension. Lean's inner product, like the physicist's, is conjugate-linear in the first slot.

```lean
import Mathlib

open scoped InnerProductSpace ComplexConjugate

namespace HalfFilledShell

noncomputable section

variable {E : Type*} [NormedAddCommGroup E] [InnerProductSpace ℂ E]
```

## The exchange relations

The two assumptions on \(U\) are

\[
UH = HU, \qquad UV = -VU .
\]

In an atom, \(U\) stands for the exchange of electrons and holes, which maps a half-filled configuration to itself. The Coulomb repulsion within that configuration is even under it, and the spin–orbit coupling is odd. Here these facts enter as hypotheses; no atomic shell is constructed.

The type `E →ₗᵢ[ℂ] E` makes \(U\) linear and norm-preserving, but not necessarily onto. Antilinear symmetries such as time reversal are not covered. `H` and `V` are linear maps defined on all of \(E\), and neither has to be Hermitian.

```lean
/-- The isometry `U` commutes with the Hamiltonian `H` and anticommutes with the
perturbation `V`. -/
structure ShellConjugation (U : E →ₗᵢ[ℂ] E) (H V : E →ₗ[ℂ] E) : Prop where
  comm : ∀ x, U (H x) = H (U x)
  anti : ∀ x, U (V x) = -V (U x)
```

For a degenerate level \(\mu\), first-order perturbation theory diagonalises \(V\) within the level. A non-zero \(w\) with \(Hw=\mu w\) has shift \(\varepsilon\) if

\[
\langle x, Vw\rangle = \varepsilon\,\langle x,w\rangle \quad\text{for every } x \text{ with } Hx=\mu x .
\]

The definition allows complex \(\mu\) and \(\varepsilon\). Their reading as an energy and its first-order shift belongs to Hermitian \(H\) and \(V\).

```lean
/-- The state `w` lies in the level `μ` of `H` and diagonalises `V` within that level,
with first-order energy shift `ε`. -/
def IsFirstOrderState (H V : E →ₗ[ℂ] E) (μ ε : ℂ) (w : E) : Prop :=
  w ≠ 0 ∧ H w = μ • w ∧ ∀ x, H x = μ • x → ⟪x, V w⟫_ℂ = ε * ⟪x, w⟫_ℂ
```

## From a symmetry to a phase

If \(Hv=\mu v\), then \(H(Uv)=U(Hv)=\mu\,Uv\), so \(U\) maps each level into itself. The Lean proof is this chain of rewrites.

```lean
variable {U : E →ₗᵢ[ℂ] E} {H V : E →ₗ[ℂ] E}

/-- The conjugation `U` maps each energy level of `H` into itself. -/
theorem map_level (h : ShellConjugation U H V) {μ : ℂ} {v : E} (hv : H v = μ • v) :
    H (U v) = μ • U v := by
  rw [← h.comm, hv, map_smul]
```

Suppose the level is one-dimensional and \(v\neq0\). Then \(Uv\) lies on the line spanned by \(v\), so \(Uv=av\) for some complex \(a\). Since \(U\) preserves norms,

\[
\|v\| = \|Uv\| = |a|\,\|v\| ,
\]

and hence \(|a|=1\). For \(v=0\) the choice \(a=1\) works.

```lean
/-- The conjugation `U` multiplies each vector of a non-degenerate level by some phase. -/
theorem phase_of_nondegenerate (h : ShellConjugation U H V) {μ : ℂ} {v : E}
    (hdim : Module.finrank ℂ (Module.End.eigenspace H μ) = 1) (hv : H v = μ • v) :
    ∃ a : ℂ, ‖a‖ = 1 ∧ U v = a • v := by
  by_cases h0 : v = 0
  · exact ⟨1, by simp, by simp [h0]⟩
  have hm : v ∈ Module.End.eigenspace H μ := Module.End.mem_eigenspace_iff.2 hv
  have hUm : U v ∈ Module.End.eigenspace H μ :=
    Module.End.mem_eigenspace_iff.2 (map_level h hv)
  have hne : (⟨v, hm⟩ : Module.End.eigenspace H μ) ≠ 0 :=
    fun h' => h0 (congrArg Subtype.val h')
  -- the level is spanned by `v`, so `U v` is a multiple of `v`
  obtain ⟨a, ha⟩ := (finrank_eq_one_iff_of_nonzero' _ hne).1 hdim ⟨U v, hUm⟩
  have ha' : a • v = U v := congrArg Subtype.val ha
  have hn := U.norm_map v
  rw [← ha', norm_smul] at hn
  exact ⟨a, mul_right_cancel₀ (norm_ne_zero_iff.2 h0) (by rw [hn, one_mul]), ha'.symm⟩
```

The proof turns on `finrank_eq_one_iff_of_nonzero'`, which converts a dimension into a scalar. Given a non-zero vector of a space, it says that the space has dimension one exactly when every vector is a multiple of the given one. The space here is the eigenspace, whose elements are vectors of \(E\) bundled with a proof that they belong to the level. This is why `v` and `U v` are first packaged with `hm` and `hUm`, and why `congrArg Subtype.val` then carries the equation back to \(E\). Since `finrank` is 0 for an infinite-dimensional space, the hypothesis `finrank … = 1` does mean a one-dimensional level.

## The selection rule and the vanishing expectation value

Let \(Uv=av\), \(Uw=bw\) and \(\langle v,Vw\rangle\neq0\). Inserting \(U\) in both slots gives

\[
\langle v,Vw\rangle=\langle Uv,UVw\rangle=-\langle Uv,VUw\rangle=-\bar a\,b\,\langle v,Vw\rangle .
\]

Dividing by the matrix element leaves \(\bar a b=-1\). The vector \(v\) is non-zero, so \(|a|=1\) as before, and multiplication by \(a\) gives \(b=-a\). In Lean, `key` is the displayed chain, `h1` is \(\bar a b=-1\), `h2` is \(a\bar a=1\), and the last `linear_combination` is the multiplication by \(a\).

```lean
/-- Selection rule: `V` has a non-zero matrix element between two eigenstates of `U` only
if their `U`-eigenvalues are opposite. -/
theorem selection_rule (h : ShellConjugation U H V) {a b : ℂ} {v w : E}
    (hv : U v = a • v) (hw : U w = b • w) (hvw : ⟪v, V w⟫_ℂ ≠ 0) : b = -a := by
  have hv0 : v ≠ 0 := by
    intro h0
    exact hvw (by rw [h0, inner_zero_left])
  have hn := U.norm_map v
  rw [hv, norm_smul] at hn
  have hna : ‖a‖ = 1 :=
    mul_right_cancel₀ (norm_ne_zero_iff.2 hv0) (by rw [hn, one_mul])
  -- insert the isometry in both slots of the matrix element
  have key : ⟪v, V w⟫_ℂ = -(conj a * b) * ⟪v, V w⟫_ℂ := by
    calc ⟪v, V w⟫_ℂ = ⟪U v, U (V w)⟫_ℂ := (U.inner_map_map v (V w)).symm
      _ = -(conj a * b) * ⟪v, V w⟫_ℂ := by
        rw [h.anti, hv, hw, map_smul, inner_neg_right, inner_smul_left, inner_smul_right]
        ring
  have h1 : conj a * b = -1 := by
    apply mul_right_cancel₀ hvw
    linear_combination key
  have h2 : a * conj a = 1 := by
    rw [Complex.mul_conj, Complex.normSq_eq_norm_sq, hna]
    simp
  linear_combination a * h1 - b * h2
```

Now take \(w=v\) in a one-dimensional level. If \(\langle v,Vv\rangle\) were non-zero, the rule would give \(a=-a\), hence \(a=0\), against \(|a|=1\). Therefore

\[
\langle v,Vv\rangle=0 .
\]

The theorem asks only for \(Hv=\mu v\) and a one-dimensional \(\mu\)-eigenspace; \(v\) need not be normalised.

```lean
/-- In a non-degenerate level of `H`, the expectation value of a perturbation that is odd
under the conjugation `U` is zero. -/
theorem expectation_eq_zero (h : ShellConjugation U H V) {μ : ℂ} {v : E}
    (hdim : Module.finrank ℂ (Module.End.eigenspace H μ) = 1) (hv : H v = μ • v) :
    ⟪v, V v⟫_ℂ = 0 := by
  by_contra hne
  obtain ⟨a, hna, ha⟩ := phase_of_nondegenerate h hdim hv
  -- the selection rule would make the phase equal to its own negative
  have hneg : a = -a := selection_rule h ha ha hne
  have h0 : a = 0 := by linear_combination (1 / 2 : ℂ) * hneg
  rw [h0, norm_zero] at hna
  exact zero_ne_one hna
```

## Degenerate levels: shifts in pairs

A half-filled atomic shell of orbital angular momentum \(l\) holds \(2l+1\) electrons, an odd number. Its total spin is therefore half-integral, and each level of the spin-independent Coulomb Hamiltonian is at least doubly degenerate, so the previous theorem does not apply to these levels directly. For a level of finite dimension, \(U\) sends a state with shift \(\varepsilon\) to one with shift \(-\varepsilon\). To see this, take any \(y\) in the level. The restriction of \(U\) to the level is injective, hence onto because the dimension is finite, so \(y=Ux\) with \(x\) in the level. Then

\[
\langle y,VUw\rangle=-\langle Ux,UVw\rangle=-\langle x,Vw\rangle=-\varepsilon\langle x,w\rangle=-\varepsilon\langle y,Uw\rangle .
\]

`LinearMap.injective_iff_surjective` supplies \(x\), and the final rewrites follow the display. A zero shift is its own partner.

```lean
/-- In a level of finite degeneracy, `U` turns a first-order state with shift `ε` into a
first-order state with shift `-ε`. -/
theorem first_order_shifts_symmetric (h : ShellConjugation U H V) {μ ε : ℂ} {w : E}
    [FiniteDimensional ℂ (Module.End.eigenspace H μ)]
    (hw : IsFirstOrderState H V μ ε w) : IsFirstOrderState H V μ (-ε) (U w) := by
  obtain ⟨hw0, hwμ, hshift⟩ := hw
  refine ⟨fun h0 => hw0 (U.injective (by rw [h0, map_zero])), map_level h hwμ, ?_⟩
  intro y hy
  have hmaps : ∀ x ∈ Module.End.eigenspace H μ,
      U.toLinearMap x ∈ Module.End.eigenspace H μ := fun x hx =>
    Module.End.mem_eigenspace_iff.2 (map_level h (Module.End.mem_eigenspace_iff.1 hx))
  have hinj : Function.Injective (U.toLinearMap.restrict hmaps) := fun x x' hx =>
    Subtype.ext (U.injective (congrArg Subtype.val hx))
  -- an injective map of a finite-dimensional level into itself is onto
  obtain ⟨x, hx⟩ := LinearMap.injective_iff_surjective.1 hinj
    ⟨y, Module.End.mem_eigenspace_iff.2 hy⟩
  have hxy : U (x : E) = y := congrArg Subtype.val hx
  have hV : V (U w) = -U (V w) := by rw [h.anti, neg_neg]
  rw [← hxy, hV, inner_neg_right, U.inner_map_map, U.inner_map_map,
    hshift x (Module.End.mem_eigenspace_iff.1 x.2)]
  ring
```

## Intermediate coupling

The same symmetry acts beyond first order. If \((H+\zeta V)x=ex\), applying \(U\) gives

\[
(H-\zeta V)\,Ux=e\,Ux ,
\]

and \(Ux\neq0\) because \(U\) is injective. The converse is the same computation with the sign of \(\zeta\) reversed. The theorem concerns eigenvalues, without their multiplicities.

For an intermediate-coupling program restricted to a single half-filled configuration with such a \(U\), this offers a check: reversing the sign of the spin–orbit parameter \(\zeta\) must leave the set of energies unchanged.

```lean
/-- At any coupling strength `ζ`, the Hamiltonians `H + ζ V` and `H - ζ V` have the same
energy eigenvalues. -/
theorem spectrum_even_in_coupling (h : ShellConjugation U H V) (ζ e : ℂ) :
    (∃ x, x ≠ 0 ∧ H x + ζ • V x = e • x) ↔ (∃ x, x ≠ 0 ∧ H x - ζ • V x = e • x) := by
  constructor
  · rintro ⟨x, hx0, hx⟩
    refine ⟨U x, fun h0 => hx0 (U.injective (by rw [h0, map_zero])), ?_⟩
    have hU := congrArg U hx
    rw [map_add, map_smul, map_smul, h.comm, h.anti, smul_neg] at hU
    rw [sub_eq_add_neg]
    exact hU
  · rintro ⟨x, hx0, hx⟩
    refine ⟨U x, fun h0 => hx0 (U.injective (by rw [h0, map_zero])), ?_⟩
    have hU := congrArg U hx
    rw [map_sub, map_smul, map_smul, h.comm, h.anti, smul_neg, sub_neg_eq_add] at hU
    exact hU
```

## One particle on two sites

Let a state have amplitudes \((x_0,x_1)\), and define

\[
U(x_0,x_1)=(x_1,x_0),\qquad V(x_0,x_1)=(x_0,-x_1).
\]

```lean
/-- The exchange of the two sites of a two-site model. -/
def swapSites : EuclideanSpace ℂ (Fin 2) →ₗᵢ[ℂ] EuclideanSpace ℂ (Fin 2) where
  toFun x := !₂[x 1, x 0]
  map_add' x y := by ext i; fin_cases i <;> simp
  map_smul' c x := by ext i; fin_cases i <;> simp
  norm_map' x := by simp [EuclideanSpace.norm_eq, Fin.sum_univ_two, add_comm]
```

The bias \(V\) raises one site and lowers the other.

```lean
/-- A bias that has the value `1` on the first site and `-1` on the second. -/
def bias : EuclideanSpace ℂ (Fin 2) →ₗ[ℂ] EuclideanSpace ℂ (Fin 2) where
  toFun x := !₂[x 0, -x 1]
  map_add' x y := by ext i; fin_cases i <;> simp [add_comm]
  map_smul' c x := by ext i; fin_cases i <;> simp
```

Both \(UV\) and \(-VU\) send \((x_0,x_1)\) to \((-x_1,x_0)\). With \(H=U\), the equation \(Hx=x\) says \(x_0=x_1\), so level 1 is spanned by the normalised state \((1,1)/\sqrt2\), in which the bias averages to \(\tfrac12(1-1)=0\). The code uses the unnormalised vector \((1,1)\) and applies the dimension criterion in the opposite direction.

```lean
/-- With the site exchange as both Hamiltonian and conjugation and the bias as
perturbation, the exchange relations hold and the level `1` is non-degenerate. -/
theorem expectation_eq_zero_witness :
    ShellConjugation swapSites swapSites.toLinearMap bias ∧
      Module.finrank ℂ (Module.End.eigenspace swapSites.toLinearMap 1) = 1 := by
  refine ⟨⟨fun _ => rfl, fun x => ?_⟩, ?_⟩
  · ext i
    fin_cases i <;> simp [swapSites, bias]
  have hm : (!₂[1, 1] : EuclideanSpace ℂ (Fin 2)) ∈
      Module.End.eigenspace swapSites.toLinearMap 1 := by
    rw [Module.End.mem_eigenspace_iff, one_smul]
    rfl
  refine (finrank_eq_one_iff_of_nonzero' ⟨_, hm⟩ ?_).2 ?_
  · intro h0
    have h1 : (!₂[1, 1] : EuclideanSpace ℂ (Fin 2)) = 0 := congrArg Subtype.val h0
    have h2 := congrArg (fun z : EuclideanSpace ℂ (Fin 2) => z 0) h1
    simp at h2
  · rintro ⟨w, hw⟩
    rw [Module.End.mem_eigenspace_iff, one_smul] at hw
    -- a symmetric state has equal amplitudes on the two sites
    have h1 : w 1 = w 0 := congrArg (fun z : EuclideanSpace ℂ (Fin 2) => z 0) hw
    refine ⟨w 0, Subtype.ext ?_⟩
    ext i
    fin_cases i <;> simp [h1]
```

If \(H\) is the identity instead, the exchange relations still hold, but every state belongs to one two-dimensional level. The normalised state \((1,0)\) in it has

\[
\langle(1,0),V(1,0)\rangle=1 ,
\]

so the exchange relations alone do not force the expectation value to vanish. Its image \((0,1)\) under \(U\) has the value \(-1\), in line with the pairing of shifts.

```lean
/-- For the identity Hamiltonian on two sites the exchange relations hold as well, yet the
state on the first site has expectation value `1` of the bias. -/
theorem degenerate_level_counterexample :
    ShellConjugation swapSites LinearMap.id bias ∧
      ⟪(!₂[1, 0] : EuclideanSpace ℂ (Fin 2)), bias !₂[1, 0]⟫_ℂ = 1 := by
  refine ⟨⟨fun _ => rfl, expectation_eq_zero_witness.1.anti⟩, ?_⟩
  rw [PiLp.inner_apply, Fin.sum_univ_two]
  simp [bias]

end

end HalfFilledShell
```

```lean
#print axioms HalfFilledShell.expectation_eq_zero
#print axioms HalfFilledShell.first_order_shifts_symmetric
#print axioms HalfFilledShell.spectrum_even_in_coupling
#print axioms HalfFilledShell.degenerate_level_counterexample
```

```
'HalfFilledShell.expectation_eq_zero' depends on axioms: [propext, Classical.choice, Quot.sound]
'HalfFilledShell.first_order_shifts_symmetric' depends on axioms: [propext, Classical.choice, Quot.sound]
'HalfFilledShell.spectrum_even_in_coupling' depends on axioms: [propext, Classical.choice, Quot.sound]
'HalfFilledShell.degenerate_level_counterexample' depends on axioms: [propext, Classical.choice, Quot.sound]
```
